# Unitary highest-weight representations of the Virasoro algebra satisfy $h\ge0$, $c\ge0$ and $16h^2+2h(c-5)+c\ge0$

## Modes, adjoints and the highest-weight vector

Let $V$ be a complex inner-product space, with the inner product linear in its second argument. The modes $L_n$, $n\in\mathbb Z$, are linear maps on $V$ with

$$[L_m,L_n]=(m-n)L_{m+n}+\frac{c}{12}(m^3-m)\,\delta_{m+n,0},\qquad \langle L_{-n}x,y\rangle=\langle x,L_ny\rangle .$$

The real number $c$ is the central charge, the strength of the quantum anomaly in the conformal algebra. The adjoint condition expresses unitarity. A unit vector $v$ has highest weight $h\in\mathbb R$ if $L_0v=hv$ and $L_nv=0$ for all $n>0$. Write

$$A_n=2nh+\frac{c}{12}(n^3-n),\qquad P=16h^2+2h(c-5)+c .$$

In two-dimensional conformal field theory, which describes the low-energy states of many critical quantum chains, the bounds are necessary conditions on $(c,h)$ for a unitary representation; they are not sufficient.

## The statement in Lean

`IsUnitaryVirasoro c L` contains the commutator, applied to an arbitrary vector, and the adjoint relation. `IsHighestWeight L h v` contains normalisation, weight and annihilation by positive modes. `levelNorm c h n` is $A_n$, and `nullVector L h v` is the vector $\chi$ defined below, whether or not it vanishes.

`unitarity_bounds` states the three inequalities. `level_two_determinant` gives the Gram determinant of $L_{-2}v$ and $L_{-1}^2v$ as $2hP$, together with $hP\ge0$. `nullVector_eq_zero_iff` says that $\chi=0$ exactly when $P=0$.

The modes act on all of $V$, which need not be complete, so domains of unbounded operators don't enter. The representation is assumed; the file does not construct the free-boson Fock space or any other example.

## Norms of single descendants

For $n>0$, since $L_nv=0$,

$$L_nL_{-n}v=[L_n,L_{-n}]v=A_nv,\qquad \|L_{-n}v\|^2=\langle v,L_nL_{-n}v\rangle=A_n\ge0 .$$

At $n=1$ this reads $2h\ge0$. Moreover $12A_n=n\,[24h+c(n^2-1)]$, which would be negative for large $n$ if $c<0$. Hence $c\ge0$.

## Norms and overlap of double descendants

Let $n>0$ again. From $[L_0,L_{-n}]=nL_{-n}$ we get $L_0L_{-n}v=(h+n)L_{-n}v$. Therefore

$$L_nL_{-n}^2v=\Big[2n(h+n)+\frac{c}{12}(n^3-n)+A_n\Big]L_{-n}v=(2A_n+2n^2)L_{-n}v,$$

and $\|L_{-n}^2v\|^2=A_n(2A_n+2n^2)$.

For the overlap, $L_{2n}L_{-n}v=3nL_nv+L_{-n}L_{2n}v=0$. Hence

$$L_{2n}L_{-n}^2v=3nL_nL_{-n}v=3nA_nv,\qquad \langle L_{-2n}v,L_{-n}^2v\rangle=3nA_n .$$

## The level-two bound

At $n=1$ the squared norms of $L_{-2}v$ and $L_{-1}^2v$ are $4h+c/2$ and $4h(2h+1)$, and their overlap is $6h$. Put $a=2(2h+1)$ and $\chi=aL_{-2}v-3L_{-1}^2v$. Then

$$\|\chi\|^2=a^2\Big(4h+\frac c2\Big)-36ah+18ah=a\Big[(4h+2)\Big(4h+\frac c2\Big)-18h\Big]=aP .$$

Since $h\ge0$ gives $a>0$, it follows that $P\ge0$, and that $\chi=0$ exactly when $P=0$. The Gram determinant is

$$\Big(4h+\frac c2\Big)4h(2h+1)-36h^2=2hP .$$

It also vanishes at $h=0$, where $L_{-1}v=0$ even if $\chi\ne0$.

## The complete file

```lean
import Mathlib

open scoped InnerProductSpace

namespace VirasoroUnitarity

variable {V : Type*} [NormedAddCommGroup V] [InnerProductSpace ℂ V]

-- An explicit instance (the free-boson Fock space) is not constructed in this file.

/-- The modes `L n` obey the Virasoro relations with central charge `c`,
and `L (-n)` is adjoint to `L n`. -/
structure IsUnitaryVirasoro (c : ℝ) (L : ℤ → V →ₗ[ℂ] V) : Prop where
  comm : ∀ (m n : ℤ) (x : V), L m (L n x) - L n (L m x) =
    ((m - n : ℤ) : ℂ) • L (m + n) x +
      (if m + n = 0 then ((c / 12 * ((m : ℝ) ^ 3 - m) : ℝ) : ℂ) • x else 0)
  adj : ∀ (n : ℤ) (x y : V), inner ℂ (L (-n) x) y = inner ℂ x (L n y)

/-- A normalised highest-weight vector of weight `h`: an eigenvector of `L 0`
annihilated by all positive modes. -/
structure IsHighestWeight (L : ℤ → V →ₗ[ℂ] V) (h : ℝ) (v : V) : Prop where
  unit : inner ℂ v v = (1 : ℂ)
  weight : L 0 v = (h : ℂ) • v
  ann : ∀ n : ℤ, 0 < n → L n v = 0

/-- The number `2nh + c(n³ - n)/12`. -/
noncomputable def levelNorm (c h : ℝ) (n : ℤ) : ℝ :=
  2 * n * h + c / 12 * ((n : ℝ) ^ 3 - n)

/-- The level-two combination `2(2h+1) L₋₂ v - 3 L₋₁² v`. -/
noncomputable def nullVector (L : ℤ → V →ₗ[ℂ] V) (h : ℝ) (v : V) : V :=
  ((2 * (2 * h + 1) : ℝ) : ℂ) • L (-2) v - (3 : ℂ) • L (-1) (L (-1) v)

variable {L : ℤ → V →ₗ[ℂ] V} {c h : ℝ} {v : V} {n : ℤ}

/-- Lowering the descendant `L₋ₙ v` by `Lₙ` returns `v` times `2nh + c(n³ - n)/12`. -/
theorem lower_descendant (hL : IsUnitaryVirasoro c L) (hv : IsHighestWeight L h v)
    (hn : 0 < n) : L n (L (-n) v) = (levelNorm c h n : ℂ) • v := by
  have e := hL.comm n (-n) v
  rw [hv.ann n hn, map_zero, sub_zero, add_neg_cancel, if_pos rfl, hv.weight] at e
  rw [e, smul_smul, ← add_smul]
  congr 1
  simp only [levelNorm]
  push_cast
  ring

/-- The squared norm of `L₋ₙ v` is `2nh + c(n³ - n)/12`. -/
theorem norm_sq_descendant (hL : IsUnitaryVirasoro c L) (hv : IsHighestWeight L h v)
    (hn : 0 < n) : ‖L (-n) v‖ ^ 2 = levelNorm c h n := by
  have e : inner ℂ (L (-n) v) (L (-n) v) = (levelNorm c h n : ℂ) := by
    rw [hL.adj, lower_descendant hL hv hn, inner_smul_right, hv.unit, mul_one]
  rw [norm_sq_eq_re_inner (𝕜 := ℂ), e]
  exact Complex.ofReal_re _

/-- The squared norm of `L₋ₙ² v` is `A(2A + 2n²)`, where `A = 2nh + c(n³ - n)/12`. -/
theorem norm_sq_double (hL : IsUnitaryVirasoro c L) (hv : IsHighestWeight L h v)
    (hn : 0 < n) : ‖L (-n) (L (-n) v)‖ ^ 2 =
      levelNorm c h n * (2 * levelNorm c h n + 2 * (n : ℝ) ^ 2) := by
  -- `L₋ₙ` raises the weight by `n`
  have w : L 0 (L (-n) v) = ((h + n : ℝ) : ℂ) • L (-n) v := by
    have e := hL.comm 0 (-n) v
    rw [zero_add, if_neg (by omega), add_zero, hv.weight, map_smul,
      sub_eq_iff_eq_add] at e
    rw [e, ← add_smul]
    congr 1
    push_cast
    ring
  have d : L n (L (-n) (L (-n) v)) =
      ((2 * levelNorm c h n + 2 * (n : ℝ) ^ 2 : ℝ) : ℂ) • L (-n) v := by
    have e := hL.comm n (-n) (L (-n) v)
    rw [add_neg_cancel, if_pos rfl, w, lower_descendant hL hv hn, map_smul,
      sub_eq_iff_eq_add] at e
    rw [e, smul_smul, ← add_smul, ← add_smul]
    congr 1
    simp only [levelNorm]
    push_cast
    ring
  have e : inner ℂ (L (-n) (L (-n) v)) (L (-n) (L (-n) v)) =
      ((levelNorm c h n * (2 * levelNorm c h n + 2 * (n : ℝ) ^ 2) : ℝ) : ℂ) := by
    rw [hL.adj, d, inner_smul_right, hL.adj, lower_descendant hL hv hn,
      inner_smul_right, hv.unit]
    push_cast
    ring
  rw [norm_sq_eq_re_inner (𝕜 := ℂ), e]
  exact Complex.ofReal_re _

/-- The overlap of `L₋₂ₙ v` with `L₋ₙ² v` is `3n(2nh + c(n³ - n)/12)`. -/
theorem inner_double (hL : IsUnitaryVirasoro c L) (hv : IsHighestWeight L h v)
    (hn : 0 < n) : inner ℂ (L (-(2 * n)) v) (L (-n) (L (-n) v)) =
      ((3 * n * levelNorm c h n : ℝ) : ℂ) := by
  have s : 2 * n + -n = n := by ring
  have e₁ := hL.comm (2 * n) (-n) v
  rw [s, if_neg hn.ne', hv.ann (2 * n) (by omega), hv.ann n hn, map_zero,
    smul_zero, sub_zero, add_zero] at e₁
  have e₂ := hL.comm (2 * n) (-n) (L (-n) v)
  rw [s, if_neg hn.ne', e₁, map_zero, sub_zero, add_zero,
    lower_descendant hL hv hn, smul_smul] at e₂
  rw [hL.adj, e₂, inner_smul_right, hv.unit]
  push_cast
  ring

/-- The squared norm of `2(2h+1) L₋₂ v - 3 L₋₁² v` is
`2(2h+1)(16h² + 2h(c-5) + c)`. -/
theorem norm_sq_nullVector (hL : IsUnitaryVirasoro c L) (hv : IsHighestWeight L h v) :
    ‖nullVector L h v‖ ^ 2 =
      2 * (2 * h + 1) * (16 * h ^ 2 + 2 * h * (c - 5) + c) := by
  have e := inner_double hL hv (n := 1) one_pos
  rw [mul_one (2 : ℤ)] at e
  have h3 : ‖(3 : ℂ)‖ = 3 := by norm_num
  have re3 : ∀ a r : ℝ, RCLike.re ((a : ℂ) * (3 * (r : ℂ))) = a * (3 * r) := by
    intro a r
    change ((a : ℂ) * (3 * (r : ℂ))).re = _
    simp
  unfold nullVector
  rw [norm_sub_sq (𝕜 := ℂ), inner_smul_left, inner_smul_right, e,
    Complex.conj_ofReal, re3, norm_smul, norm_smul, mul_pow, mul_pow,
    norm_sq_descendant hL hv (n := 2) two_pos, norm_sq_double hL hv (n := 1) one_pos,
    Complex.norm_real, Real.norm_eq_abs, sq_abs, h3]
  simp only [levelNorm]
  push_cast
  ring

/-- In a unitary Virasoro representation with a highest-weight vector of weight `h`,
both `h` and `c` are non-negative, and so is `16h² + 2h(c-5) + c`. -/
theorem unitarity_bounds (hL : IsUnitaryVirasoro c L) (hv : IsHighestWeight L h v) :
    0 ≤ h ∧ 0 ≤ c ∧ 0 ≤ 16 * h ^ 2 + 2 * h * (c - 5) + c := by
  have pos : ∀ n : ℤ, 0 < n → 0 ≤ levelNorm c h n := fun n hn => by
    rw [← norm_sq_descendant hL hv hn]
    exact sq_nonneg _
  have h0 : 0 ≤ h := by
    have p := pos 1 one_pos
    simp only [levelNorm] at p
    push_cast at p
    linarith
  refine ⟨h0, ?_, ?_⟩
  · -- a negative `c` would make the norm negative at a high level
    by_contra hc
    have hc' : c < 0 := lt_of_not_ge hc
    obtain ⟨N, hN⟩ := exists_nat_gt (24 * h / (-c))
    rw [div_lt_iff₀ (by linarith)] at hN
    have p := pos ((N : ℤ) + 1) (by omega)
    simp only [levelNorm] at p
    push_cast at p
    have q : 0 ≤ ((N : ℝ) ^ 2 + N) * (-c) :=
      mul_nonneg (by positivity) (by linarith)
    have f : 24 * h + c * ((N : ℝ) ^ 2 + 2 * N) < 0 := by linarith
    have g := mul_neg_of_pos_of_neg (show (0 : ℝ) < (N : ℝ) + 1 by positivity) f
    linarith
  · have p := sq_nonneg ‖nullVector L h v‖
    rw [norm_sq_nullVector hL hv] at p
    exact (mul_nonneg_iff_of_pos_left (by linarith)).mp p

/-- The Gram determinant of `L₋₂ v` and `L₋₁² v` is `2h(16h² + 2h(c-5) + c)`,
and `h(16h² + 2h(c-5) + c)` is non-negative. -/
theorem level_two_determinant (hL : IsUnitaryVirasoro c L)
    (hv : IsHighestWeight L h v) :
    ‖L (-2) v‖ ^ 2 * ‖L (-1) (L (-1) v)‖ ^ 2
        - ‖inner ℂ (L (-2) v) (L (-1) (L (-1) v))‖ ^ 2
      = 2 * (h * (16 * h ^ 2 + 2 * h * (c - 5) + c)) ∧
    0 ≤ h * (16 * h ^ 2 + 2 * h * (c - 5) + c) := by
  obtain ⟨h0, -, hk⟩ := unitarity_bounds hL hv
  refine ⟨?_, mul_nonneg h0 hk⟩
  have e := inner_double hL hv (n := 1) one_pos
  rw [mul_one (2 : ℤ)] at e
  rw [e, Complex.norm_real, Real.norm_eq_abs, sq_abs,
    norm_sq_descendant hL hv (n := 2) two_pos, norm_sq_double hL hv (n := 1) one_pos]
  simp only [levelNorm]
  push_cast
  ring

/-- The combination `2(2h+1) L₋₂ v - 3 L₋₁² v` vanishes exactly when
`16h² + 2h(c-5) + c = 0`. -/
theorem nullVector_eq_zero_iff (hL : IsUnitaryVirasoro c L)
    (hv : IsHighestWeight L h v) :
    nullVector L h v = 0 ↔ 16 * h ^ 2 + 2 * h * (c - 5) + c = 0 := by
  have h0 := (unitarity_bounds hL hv).1
  have a : 2 * (2 * h + 1) ≠ 0 := by positivity
  have e := norm_sq_nullVector hL hv
  constructor
  · intro z
    have k : 2 * (2 * h + 1) * (16 * h ^ 2 + 2 * h * (c - 5) + c) = 0 := by
      rw [← e, z]
      simp
    exact (mul_eq_zero.mp k).resolve_left a
  · intro k
    rw [k, mul_zero] at e
    exact norm_eq_zero.mp ((pow_eq_zero_iff two_ne_zero).mp e)

end VirasoroUnitarity
```

```lean
#print axioms VirasoroUnitarity.unitarity_bounds
#print axioms VirasoroUnitarity.level_two_determinant
#print axioms VirasoroUnitarity.nullVector_eq_zero_iff
```

```
'VirasoroUnitarity.unitarity_bounds' depends on axioms: [propext, Classical.choice, Quot.sound]
'VirasoroUnitarity.level_two_determinant' depends on axioms: [propext, Classical.choice, Quot.sound]
'VirasoroUnitarity.nullVector_eq_zero_iff' depends on axioms: [propext, Classical.choice, Quot.sound]
```

## How the proof follows the calculation

`lower_descendant` applies `hL.comm n (-n) v` and removes the term containing $L_nv$; `norm_sq_descendant` then moves one mode across the inner product with `hL.adj`.

In `norm_sq_double`, the intermediate facts `w` and `d` are the weight of $L_{-n}v$ and the action of $L_n$ on $L_{-n}^2v$. In `inner_double`, `e₁` records $L_{2n}L_{-n}v=0$ and `e₂` gives the second commutation.

`norm_sq_nullVector` expands the norm of a difference with `norm_sub_sq`, inserts the three level-two values and leaves the polynomial identity to `ring`.

For $c\ge0$, `unitarity_bounds` supposes $c<0$, chooses a natural number $N>24h/(-c)$ and takes $n=N+1$. Then $24h+c(N^2+2N)<0$, contradicting $A_n\ge0$. For the third bound it divides out the positive factor $a$.

`level_two_determinant` substitutes the same norms and overlap, and obtains $hP\ge0$ as a product of non-negative numbers. `nullVector_eq_zero_iff` reads $\|\chi\|^2=aP$ in both directions, using $a\ne0$ to pass from $\chi=0$ to $P=0$.
